# Closed-shell states of electron-based composite fermions at n/(2n+1) and p/(2p−1) share a finite sphere only at zero effective flux

Place six electrons on a sphere pierced by 11 flux quanta. The flux formula for filling 2/5 gives 11 at this size, and so does the formula for 3/5. For composite fermions made of electrons, this agreement does not mean two competing states: only the 2/5 state has filled shells there. With four electrons and 6 flux quanta the ambiguity is real: the 2/5 and 2/3 states both fit, and that one system cannot tell the two fillings apart.

Let $N$ be the number of electrons, all spin-polarised, $\Phi$ the number of flux quanta (usually written $2Q$), and $n,p$ positive numbers of filled composite-fermion levels. The flux formulas for $n/(2n+1)$ and $p/(2p-1)$ agree exactly when $N=np$. Both states exist in one system exactly when $n=p$, $N=n^2$ and $\Phi=2(n^2-1)$. This is a first check on sizes for exact diagonalisation, within a model that only counts filled levels of non-interacting composite fermions made of electrons and compares only these two families. Composite fermions made of holes are left out, and they can restore an ambiguity. At 11 flux quanta the lowest Landau level has 12 orbitals for spin-polarised electrons, so six electrons leave six holes; these fill two composite-fermion levels and give a 3/5 state of the electrons in the same system.

```lean
import Mathlib

open Filter Topology

namespace CompositeFermionAliasing

noncomputable section
```

## Two vortices bound to each electron

Each electron is assumed to bind two vortices, whose phases counteract those due to the applied field; the magnetic field itself is unchanged. An electron meets the vortices of the other $N-1$, so the composite fermions see the effective flux
$$b=\Phi-2(N-1).$$

```lean
/-- Effective flux seen by composite fermions when each of `N` electrons on a sphere with
`Φ` flux quanta binds two vortices. -/
def effFlux (N : ℕ) (Φ : ℤ) : ℤ := Φ - 2 * ((N : ℤ) - 1)
```

In `effFlux`, `Φ` is an integer and may have either sign. By hand, this relation turns a condition on $b$ into a formula for $\Phi$; the proofs unfold it at the same point. With four vortices instead of two, the same counting would lead to fillings $n/(4n+1)$ in parallel flux.

That the interacting electrons really have a ground state described by filled composite-fermion levels is the step from this model to a real system, and it is assumed here.

## Exactly filled shells

On a sphere with effective flux $b$, level $k=0,1,2,\dots$ has $|b|+2k+1$ orbitals. The lowest $n$ levels therefore hold
$$\sum_{k=0}^{n-1}(|b|+2k+1)=n|b|+n(n-1)+n=n(|b|+n)$$
particles. The definition `capacity` is the sum on the left.

```lean
/-- Number of particles that fill the lowest `n` levels on a sphere with flux `b`;
level `k` has `|b| + 2k + 1` orbitals. -/
def capacity (b : ℤ) (n : ℕ) : ℤ := ∑ k ∈ Finset.range n, (|b| + 2 * (k : ℤ) + 1)
```

A state here means that $N$ equals this number. If partly filled shells were admitted, so that $N$ need only be at most the capacity, one electron at $\Phi=0$ would count as a state with $n=2$ and also as one with $p=1$, and the conclusion $n=p$ would fail.

## The sign of the effective flux

A parallel state has $b\ge 0$: the effective field points along the applied one or vanishes. A reverse state has $b\le 0$. The letter $p$ counts filled levels in reversed flux; in many texts it is used for vortex pairs.

```lean
/-- The composite fermions exactly fill `n` levels in an effective flux that is parallel to the
applied one, or zero, when `n > 0`; formally, the effective flux is `≥ 0`. -/
def ParallelState (N : ℕ) (Φ : ℤ) (n : ℕ) : Prop :=
  0 ≤ effFlux N Φ ∧ (N : ℤ) = capacity (effFlux N Φ) n

/-- The composite fermions exactly fill `p` levels in an effective flux that is opposite to the
applied one, or zero, when `p > 0`; formally, the effective flux is `≤ 0`. -/
def ReverseState (N : ℕ) (Φ : ℤ) (p : ℕ) : Prop :=
  effFlux N Φ ≤ 0 ∧ (N : ℤ) = capacity (effFlux N Φ) p
```

By hand, the sign decides whether $|b|$ is $b$ or $-b$, and hence which flux formula results. The proofs use it in the same way, through `abs_of_nonneg` and `abs_of_nonpos`. Without the sign conditions, any closed shell would carry both labels. Six electrons at $\Phi=11$ have $b=1$ and fill two levels, since $2(1+2)=6$; they would then count as both 2/5 and 2/3, although $6\ne 2^2$.

## At least one filled level

For a parallel state, $N=n(b+n)$ gives $b=N/n-n$, and therefore
$$\Phi=2(N-1)+\frac Nn-n=\frac{N(2n+1)}{n}-(n+2).$$
For a reverse state, $N=p(-b+p)$ gives $b=p-N/p$, and therefore
$$\Phi=2(N-1)+p-\frac Np=\frac{N(2p-1)}{p}-(2-p).$$

```lean
/-- Spherical flux formula for filling `n/(2n+1)`, for `n > 0`. -/
def parallelFlux (N n : ℕ) : ℝ := (N : ℝ) * (2 * n + 1) / n - (n + 2)

/-- Spherical flux formula for filling `p/(2p-1)`, for `p > 0`. -/
def reverseFlux (N p : ℕ) : ℝ := (N : ℝ) * (2 * p - 1) / p - (2 - p)
```

These are real-valued functions, because at a general $N$ the quotients are not integers. An actual state needs an integer `Φ` equal to the value of the formula.

The hypotheses `0 < n` and `0 < p` say that at least one level is filled, and they allow the divisions above. In the proofs they supply the non-zero factors to be cancelled. Without `0 < n` the criterion for coinciding formulas fails: Lean sets a quotient by zero to zero, so at $N=n=0$, $p=1$ the formulas give $-2$ and $-1$ although $N=np$. Positivity of $N$ need not be assumed, since $N=np$ supplies it.

The shell sum itself holds for every $n$, including zero. Its proof is an induction that adds one level at a time.

```lean
/-- The lowest `n` levels in flux `b` hold `n(|b| + n)` particles. -/
theorem capacity_eq (b : ℤ) (n : ℕ) : capacity b n = n * (|b| + n) := by
  unfold capacity
  induction n with
  | zero => simp
  | succ n ih =>
    rw [Finset.sum_range_succ, ih]
    push_cast
    ring
```

## Enough electrons for the chosen number of levels

The flux formula alone does not guarantee a state. From $b=N/n-n$, the parallel condition $b\ge0$ means $N\ge n^2$. From $b=p-N/p$, the reverse condition $b\le0$ means $N\ge p^2$. Physically, $n$ full levels hold at least $n^2$ particles, the number reached at zero effective flux.

```lean
/-- For `n > 0`, a parallel state with `n` filled levels occurs exactly when the flux obeys
the formula for `n/(2n+1)` and there are at least `n²` electrons. -/
theorem parallelState_iff {N n : ℕ} {Φ : ℤ} (hn : 0 < n) :
    ParallelState N Φ n ↔ (Φ : ℝ) = parallelFlux N n ∧ n ^ 2 ≤ N := by
  have hr : (n : ℝ) ≠ 0 := by positivity
  have hz : (0 : ℤ) < n := by exact_mod_cast hn
  have e : (n : ℝ) * parallelFlux N n = N * (2 * n + 1) - n * (n + 2) := by
    unfold parallelFlux
    field_simp
  -- the flux formula, multiplied by `n` and written in integers
  have key : (Φ : ℝ) = parallelFlux N n ↔ (n : ℤ) * effFlux N Φ = N - (n : ℤ) ^ 2 := by
    constructor
    · intro h
      apply Int.cast_injective (α := ℝ)
      push_cast [effFlux]
      linear_combination (n : ℝ) * h + e
    · intro h
      have h' := congrArg (Int.cast : ℤ → ℝ) h
      push_cast [effFlux] at h'
      apply mul_left_cancel₀ hr
      linear_combination h' - e
  rw [key, ParallelState, capacity_eq]
  constructor
  · rintro ⟨hb, h⟩
    rw [abs_of_nonneg hb] at h
    have hN : (n : ℤ) ^ 2 ≤ N := by nlinarith [mul_nonneg hz.le hb]
    exact ⟨by linear_combination -h, by exact_mod_cast hN⟩
  · rintro ⟨h, hN⟩
    have hN' : (n : ℤ) ^ 2 ≤ N := by exact_mod_cast hN
    have hb : 0 ≤ effFlux N Φ := le_of_mul_le_mul_left (by linarith) hz
    exact ⟨hb, by rw [abs_of_nonneg hb]; linear_combination -h⟩
```

The theorem says that a parallel state is the flux formula together with `n ^ 2 ≤ N`. The intermediate statement `key` is the formula multiplied by $n$, namely $nb=N-n^2$, moved between real numbers and integers. In one direction the sign of $b$ removes the absolute value and yields the size condition. In the other, $nb\ge0$ is divided by $n>0$ to recover $b\ge0$.

```lean
/-- For `p > 0`, a reverse state with `p` filled levels occurs exactly when the flux obeys
the formula for `p/(2p-1)` and there are at least `p²` electrons. -/
theorem reverseState_iff {N p : ℕ} {Φ : ℤ} (hp : 0 < p) :
    ReverseState N Φ p ↔ (Φ : ℝ) = reverseFlux N p ∧ p ^ 2 ≤ N := by
  have hr : (p : ℝ) ≠ 0 := by positivity
  have hz : (0 : ℤ) < p := by exact_mod_cast hp
  have e : (p : ℝ) * reverseFlux N p = N * (2 * p - 1) - p * (2 - p) := by
    unfold reverseFlux
    field_simp
  have key : (Φ : ℝ) = reverseFlux N p ↔ (p : ℤ) * effFlux N Φ = (p : ℤ) ^ 2 - N := by
    constructor
    · intro h
      apply Int.cast_injective (α := ℝ)
      push_cast [effFlux]
      linear_combination (p : ℝ) * h + e
    · intro h
      have h' := congrArg (Int.cast : ℤ → ℝ) h
      push_cast [effFlux] at h'
      apply mul_left_cancel₀ hr
      linear_combination h' - e
  rw [key, ReverseState, capacity_eq]
  constructor
  · rintro ⟨hb, h⟩
    rw [abs_of_nonpos hb] at h
    have hN : (p : ℤ) ^ 2 ≤ N := by nlinarith [mul_nonneg hz.le (neg_nonneg.mpr hb)]
    exact ⟨by linear_combination h, by exact_mod_cast hN⟩
  · rintro ⟨h, hN⟩
    have hN' : (p : ℤ) ^ 2 ≤ N := by exact_mod_cast hN
    have hb : effFlux N Φ ≤ 0 := le_of_mul_le_mul_left (by linarith) hz
    exact ⟨hb, by rw [abs_of_nonpos hb]; linear_combination h⟩
```

The reverse case runs the same way with $pb=p^2-N$.

Without the size condition, the opening example goes wrong. For $N=6$ and $p=3$ the reverse formula gives $\Phi=11$, but then $b=1$ has the wrong sign, and three levels would hold $3(1+3)=12$ particles. The condition fails, since $9>6$.

## Many electrons, for the fillings to have their names

The filling is the number of electrons per flux quantum in a large system. Both formulas have the form $\Phi=aN-s$, with a constant shift $s$, and for $N>0$
$$\frac{N}{aN-s}=\frac1{a-s/N}\longrightarrow\frac1a .$$

```lean
/-- If the flux is `aN - s` with `a ≠ 0`, the number of electrons per flux quantum tends to
`1/a` for large `N`; the shift `s` drops out. -/
theorem tendsto_filling {a : ℝ} (ha : a ≠ 0) (s : ℝ) :
    Tendsto (fun N : ℕ => (N : ℝ) / (N * a - s)) atTop (𝓝 a⁻¹) := by
  have h : Tendsto (fun N : ℕ => a - s / (N : ℝ)) atTop (𝓝 (a - 0)) :=
    tendsto_const_nhds.sub (tendsto_const_div_atTop_nhds_zero_nat s)
  rw [sub_zero] at h
  refine (h.inv₀ ha).congr' ?_
  filter_upwards [eventually_gt_atTop 0] with N hN
  have hN' : (N : ℝ) ≠ 0 := by positivity
  rw [show a - s / (N : ℝ) = (N * a - s) / N by field_simp, inv_div]
```

The hypothesis `a ≠ 0` says that the flux grows in proportion to the electron number. The proof uses it to take the inverse of the limit. Without it, $a=0$ and $s=1$ give $-N$, which has no finite limit.

```lean
/-- For `n, p > 0`, the two flux formulas have the limiting fillings `n/(2n+1)` and
`p/(2p-1)`. -/
theorem limiting_fillings {n p : ℕ} (hn : 0 < n) (hp : 0 < p) :
    Tendsto (fun N : ℕ => (N : ℝ) / parallelFlux N n) atTop (𝓝 ((n : ℝ) / (2 * n + 1))) ∧
    Tendsto (fun N : ℕ => (N : ℝ) / reverseFlux N p) atTop (𝓝 ((p : ℝ) / (2 * p - 1))) := by
  have hp1 : (1 : ℝ) ≤ p := by exact_mod_cast hp
  have h1 := tendsto_filling (a := (2 * (n : ℝ) + 1) / n) (by positivity) (n + 2)
  have h2 := tendsto_filling (a := (2 * (p : ℝ) - 1) / p)
    (div_pos (by linarith) (by linarith)).ne' (2 - p)
  rw [inv_div] at h1 h2
  exact ⟨by simpa only [parallelFlux, mul_div_assoc] using h1,
    by simpa only [reverseFlux, mul_div_assoc] using h2⟩
```

Here $a=(2n+1)/n$ or $a=(2p-1)/p$, both positive, and the limits are $n/(2n+1)$ and $p/(2p-1)$. The limit is that of the formulas, taken through all $N$, including sizes at which no closed shell exists.

## The common flux

Subtracting the two formulas gives
$$N\left(\frac1n+\frac1p\right)-(n+p)=\frac{n+p}{np}\,(N-np).$$
The prefactor is positive, so the formulas agree exactly when $N=np$.

```lean
/-- For `n, p > 0`, the flux formulas for `n/(2n+1)` and `p/(2p-1)` agree at `N` electrons
exactly when `N = np`. -/
theorem flux_coincide_iff {N n p : ℕ} (hn : 0 < n) (hp : 0 < p) :
    parallelFlux N n = reverseFlux N p ↔ N = n * p := by
  have hn' : (n : ℝ) ≠ 0 := by positivity
  have hp' : (p : ℝ) ≠ 0 := by positivity
  have e : parallelFlux N n - reverseFlux N p
      = ((n : ℝ) + p) / (n * p) * (N - n * p) := by
    unfold parallelFlux reverseFlux
    field_simp
    ring
  have hc : ((n : ℝ) + p) / (n * p) ≠ 0 := by positivity
  rw [← sub_eq_zero, e, mul_eq_zero, or_iff_right hc, sub_eq_zero]
  norm_cast
```

The equation `e` is this factorisation. The remaining steps discard the non-zero factor and return from real numbers to natural ones.

The next theorem fixes $N=np$ and assumes, in its hypothesis `h`, that the applied flux is the common value of the two formulas. The size conditions then become $np\ge n^2$, which is $n\le p$, and $np\ge p^2$, which is $p\le n$. In terms of the effective flux, $b=p-n$ at the crossing, so the state with fewer filled levels survives, and both do when $n=p$.

```lean
/-- For `n, p > 0`, at `np` electrons and the common flux of the two formulas, the parallel
state exists exactly when `n ≤ p` and the reverse state exactly when `p ≤ n`. -/
theorem states_at_crossing {n p : ℕ} {Φ : ℤ} (hn : 0 < n) (hp : 0 < p)
    (h : (Φ : ℝ) = parallelFlux (n * p) n) :
    (ParallelState (n * p) Φ n ↔ n ≤ p) ∧ (ReverseState (n * p) Φ p ↔ p ≤ n) := by
  constructor
  · rw [parallelState_iff hn, and_iff_right h, sq]
    exact ⟨fun k => le_of_mul_le_mul_left k hn, fun k => Nat.mul_le_mul_left n k⟩
  · rw [reverseState_iff hp, and_iff_right (h.trans ((flux_coincide_iff hn hp).2 rfl)), sq]
    exact ⟨fun k => le_of_mul_le_mul_right k hp, fun k => Nat.mul_le_mul_right p k⟩
```

The proof inserts `h` into the two equivalences for states and cancels a common factor from each size condition. For the reverse state it first uses the coincidence criterion to carry `h` over to the other formula. Without `h` the claim fails already for $n=p=1$ and $\Phi=1$: one electron sees $b=1$, the lowest level has two orbitals, and no parallel state exists although $n\le p$.

## Both states in one system

Suppose a system carries a parallel state with $n$ levels and a reverse state with $p$. Then $b\ge0$ and $b\le0$, so $b=0$. Shell filling gives $N=n^2=p^2$, hence $n=p$, and $\Phi=2(N-1)=2(n^2-1)$. Conversely, at these values $b=0$, and $n$ levels hold exactly $n^2$ particles, which satisfies both definitions.

```lean
/-- For `n, p > 0`, one finite system carries both a parallel state with `n` filled levels and
a reverse state with `p` exactly when `n = p`, `N = n²` and the flux is `2(n² - 1)`. -/
theorem ambiguous_iff {N n p : ℕ} {Φ : ℤ} (hn : 0 < n) (hp : 0 < p) :
    (ParallelState N Φ n ∧ ReverseState N Φ p) ↔
      n = p ∧ N = n ^ 2 ∧ Φ = 2 * ((n : ℤ) ^ 2 - 1) := by
  constructor
  · rintro ⟨hA, hB⟩
    -- the effective flux is both non-negative and non-positive
    have hb : effFlux N Φ = 0 := le_antisymm hB.1 hA.1
    have h1 := ((parallelState_iff hn).1 hA).1
    have h2 := ((reverseState_iff hp).1 hB).1
    have hN : N = n * p := (flux_coincide_iff hn hp).1 (h1.symm.trans h2)
    rw [hN] at hA hB h1
    have hc := states_at_crossing hn hp h1
    have hnp : n = p := le_antisymm (hc.1.1 hA) (hc.2.1 hB)
    have hN2 : N = n ^ 2 := by rw [hN, ← hnp, sq]
    refine ⟨hnp, hN2, ?_⟩
    rw [effFlux, hN2] at hb
    push_cast at hb
    linarith
  · rintro ⟨hnp, hN, hΦ⟩
    have hb : effFlux N Φ = 0 := by
      rw [effFlux, hN, hΦ]
      push_cast
      ring
    refine ⟨⟨hb.ge, ?_⟩, ⟨hb.le, ?_⟩⟩
    · rw [capacity_eq, hb, hN, abs_zero]
      push_cast
      ring
    · rw [capacity_eq, hb, hN, abs_zero, ← hnp]
      push_cast
      ring
```

Lean also obtains $b=0$ from the two signs, but then reaches $n=p$ through the crossing: both flux formulas hold, so $N=np$, and the existence of both states gives $n\le p$ and $p\le n$. The converse is a direct evaluation of the shell sum at zero effective flux.

For $n=2$ this gives $N=4$ and $\Phi=6$. The effective flux is $6-2\cdot3=0$, the two lowest levels have $1$ and $3$ orbitals, and four composite fermions fill them. The formulas confirm it:
$$\frac{4\cdot5}{2}-4=6,\qquad \frac{4\cdot3}{2}-0=6.$$
The two labels describe one and the same filling of levels. Six electrons separate these two fillings: the 2/5 state sits at $\Phi=11$ and the 2/3 state at $\Phi=9$.

The labels do name different fillings, because $n/(2n+1)$ has the larger denominator and both denominators are positive for $n\ge1$.

```lean
/-- For `n > 0`, the fillings `n/(2n+1)` and `n/(2n-1)` are different, the first being the
smaller. -/
theorem fillings_differ {n : ℕ} (hn : 0 < n) :
    (n : ℝ) / (2 * n + 1) < (n : ℝ) / (2 * n - 1) := by
  have h1 : (1 : ℝ) ≤ n := by exact_mod_cast hn
  exact div_lt_div_of_pos_left (by linarith) (by linarith) (by linarith)

end

end CompositeFermionAliasing
```

In the smallest case, $n=1$, a single electron at zero flux belongs to both the 1/3 and the 1 sequence.

```lean
#print axioms CompositeFermionAliasing.limiting_fillings
-- 'CompositeFermionAliasing.limiting_fillings' depends on axioms: [propext, Classical.choice, Quot.sound]
#print axioms CompositeFermionAliasing.states_at_crossing
-- 'CompositeFermionAliasing.states_at_crossing' depends on axioms: [propext, Classical.choice, Quot.sound]
#print axioms CompositeFermionAliasing.ambiguous_iff
-- 'CompositeFermionAliasing.ambiguous_iff' depends on axioms: [propext, Classical.choice, Quot.sound]
#print axioms CompositeFermionAliasing.fillings_differ
-- 'CompositeFermionAliasing.fillings_differ' depends on axioms: [propext, Classical.choice, Quot.sound]
```
